# U†U'' = d' + d²: second-order nonadiabatic coupling for a unitary family U with d = U†U'

Let U(t) be a twice differentiable family of finite unitary matrices with columns ψ_j(t), and let d = U†U', where † is the adjoint. Then

U†U'' = d' + d²,

Re⟨ψ_j, ψ_j''⟩ = −‖ψ_j'‖² = −∑_m |d_mj|².

## Electronic states along one nuclear coordinate

The parameter t is a nuclear coordinate, and the columns ψ_j are electronic states written in a fixed orthonormal basis. The first-order coupling is d_mj = ⟨ψ_m, ψ_j'⟩. The second-order coupling ⟨ψ_m, ψ_j''⟩ is the entry (m, j) of U†U''.

Both appear when the nuclear kinetic energy −(ħ²/2M) ∂²/∂t² acts on a total wavefunction Uχ with nuclear amplitudes χ. In this model, with one coordinate and a finite complete set of states, the real diagonal part of the second-order coupling adds (ħ²/2M)‖ψ_j'‖² to the potential curve of state j. When the states are real eigenstates of the electronic Hamiltonian, this is the diagonal Born-Oppenheimer correction for that coordinate. For complex states, ‖ψ_j'‖² also depends on how the phase of ψ_j is chosen along the coordinate. The theorem concerns the derivative factor, without the mass prefactor or a sum over nuclei.

## From unitarity to the second-order coupling

Write V = U', W = U'' and D = d'. Differentiating U†U = 1 gives

V†U + U†V = 0.

Since d† = V†U, this says d† = −d. The matrix U is square, so UU† = 1 as well, and this completeness relation can be inserted between V† and V:

V†V = V†UU†V = d†d = −d².

The product rule for d = U†V now gives

D = V†V + U†W = −d² + U†W,

and therefore U†W = D + d².

For the diagonal, differentiate d† = −d to get D† = −D. Hence Re D_jj = 0, and

Re⟨ψ_j, ψ_j''⟩ = Re(d²)_jj = −(d†d)_jj = −∑_m |d_mj|².

The diagonal of V†V = d†d reads ‖ψ_j'‖² = ∑_m |d_mj|², which gives the other form.

## The second derivative of the total wavefunction

Completeness also gives U' = UU†U' = Ud. Therefore

(Uχ)' = Udχ + Uχ' = U(χ' + dχ).

Differentiating once more,

(Uχ)'' = Ud(χ' + dχ) + U(χ'' + d'χ + dχ')

= U(χ'' + 2dχ' + (d' + d²)χ).

The matrix multiplying χ itself is the second-order coupling found above.

## Two states rotating at a constant rate

Take ψ_1 = (cos ωt, sin ωt) and ψ_2 = (−sin ωt, cos ωt). Then U' = UJ with J = [[0, −ω], [ω, 0]], so d = J is constant. Consequently d' = 0 and U†U'' = J² = −ω²·1, in agreement with ‖ψ_j'‖² = ω².

## Losing completeness or normalisation

Keep only ψ_1 from this pair, with ω = 1. The single coupling ⟨ψ_1, ψ_1'⟩ vanishes for all t, so d' + d² = 0, yet ⟨ψ_1, ψ_1''⟩ = −1. The missing contribution comes from the discarded state.

Without unitarity, the 1 × 1 family U(t) = e^t already fails. At t = 0 it has U†U'' = 1, while d = e^(2t) gives d' + d² = 3.

## How the Lean statements encode the model

`HasEntryDeriv A A' t` says that every entry of the matrix family `A` has the corresponding entry of `A'` as its derivative at `t`. No matrix norm is needed. The adjoint is written `ᴴ`.

The function `coupling U V` is U†V for any two families; the hypothesis `hV` makes `V` the derivative of `U`, either at `t` alone or at every `s`, as each theorem states, and `hW` makes `W` the derivative of `V` at `t`. Orthonormality at every parameter value is `hU`. Completeness enters through the type: `U s` is a square matrix over the finite index type `n`.

In `second_order_coupling`, the derivative `D` of the coupling matrix is part of the conclusion. Its `hV` is assumed at `t` alone; to read `W` as U''(t), as the docstring does, take `V` to be the derivative of `U` at every point near `t`. In `diagonal_correction`, the expression `star (state (U t) j) ⬝ᵥ state W j` is ⟨ψ_j, ψ_j''⟩, conjugate-linear in the first argument, and the squared norm is written as a sum over components. In `nuclear_second_derivative`, `χ` may have several columns, each a separate set of amplitudes, and differentiability of the coupling matrix is the hypothesis `hD`.

No electronic Hamiltonian appears, so the states need not be its eigenstates. Infinite-dimensional electronic spaces and several nuclear coordinates are not covered.

```lean
import Mathlib

open Matrix

namespace NonadiabaticCoupling

variable {l n k : Type*} [Fintype n]

/-- The matrix family `A` has the derivative `A'` at `t`, entry by entry. -/
def HasEntryDeriv (A : ℝ → Matrix l k ℂ) (A' : Matrix l k ℂ) (t : ℝ) : Prop :=
  ∀ i j, HasDerivAt (fun s => A s i j) (A' i j) t

/-- The matrix `U* V` for two matrix families `U` and `V`. It is the first-order coupling matrix `d`
when `V` is the derivative of `U`. -/
def coupling (U V : ℝ → Matrix n n ℂ) (s : ℝ) : Matrix n n ℂ := (U s)ᴴ * V s

/-- Column `j` of the matrix `A`, as a vector. -/
def state (A : Matrix n n ℂ) (j : n) : n → ℂ := fun i => A i j

/-- The product rule for matrix families, with the order of the factors kept. -/
theorem HasEntryDeriv.mul {A : ℝ → Matrix l n ℂ} {B : ℝ → Matrix n k ℂ}
    {A' : Matrix l n ℂ} {B' : Matrix n k ℂ} {t : ℝ}
    (hA : HasEntryDeriv A A' t) (hB : HasEntryDeriv B B' t) :
    HasEntryDeriv (fun s => A s * B s) (A' * B t + A t * B') t := by
  intro i j
  have h : HasDerivAt (fun s => ∑ m, A s i m * B s m j)
      (∑ m, (A' i m * B t m j + A t i m * B' m j)) t :=
    HasDerivAt.fun_sum fun m _ => (hA i m).fun_mul (hB m j)
  simp only [Matrix.mul_apply, Matrix.add_apply, ← Finset.sum_add_distrib]
  exact h

omit [Fintype n] in
/-- The derivative of the adjoint is the adjoint of the derivative. -/
theorem HasEntryDeriv.conjTranspose {A : ℝ → Matrix l n ℂ} {A' : Matrix l n ℂ} {t : ℝ}
    (hA : HasEntryDeriv A A' t) : HasEntryDeriv (fun s => (A s)ᴴ) A'ᴴ t :=
  fun i j => (hA j i).star

omit [Fintype n] in
/-- A matrix family has at most one derivative at a given point. -/
theorem HasEntryDeriv.unique {A : ℝ → Matrix l n ℂ} {B C : Matrix l n ℂ} {t : ℝ}
    (hB : HasEntryDeriv A B t) (hC : HasEntryDeriv A C t) : B = C := by
  ext i j
  exact (hB i j).unique (hC i j)

variable [DecidableEq n] {U V : ℝ → Matrix n n ℂ} {W D : Matrix n n ℂ} {t : ℝ}

/-- For orthonormal electronic states the first-order coupling matrix is skew-Hermitian. -/
theorem coupling_skew (hU : ∀ s, (U s)ᴴ * U s = 1) (hV : HasEntryDeriv U (V t) t) :
    (coupling U V t)ᴴ = -coupling U V t := by
  -- differentiate the orthonormality relation
  have h1 := hV.conjTranspose.mul hV
  have h0 : HasEntryDeriv (fun s => (U s)ᴴ * U s) 0 t := by
    intro i j
    simp only [hU]
    exact hasDerivAt_const t _
  have h := h1.unique h0
  simp only [coupling, Matrix.conjTranspose_mul, Matrix.conjTranspose_conjTranspose]
  exact eq_neg_of_add_eq_zero_left h

/-- If every `U s` is unitary, then `V* V = d* d` at `t`, where `d = U* V` and `V` is any family of
square matrices. -/
theorem overlap_of_derivatives (hU : ∀ s, (U s)ᴴ * U s = 1) :
    (V t)ᴴ * V t = (coupling U V t)ᴴ * coupling U V t := by
  have hc : U t * (U t)ᴴ = 1 := mul_eq_one_comm.mp (hU t)
  calc (V t)ᴴ * V t = (V t)ᴴ * (U t * (U t)ᴴ) * V t := by rw [hc, mul_one]
    _ = (coupling U V t)ᴴ * coupling U V t := by
      simp only [coupling, Matrix.conjTranspose_mul, Matrix.conjTranspose_conjTranspose,
        Matrix.mul_assoc]

/-- Second-order coupling: the matrix `d` is differentiable and `U* U'' = d' + d²`. -/
theorem second_order_coupling (hU : ∀ s, (U s)ᴴ * U s = 1)
    (hV : HasEntryDeriv U (V t) t) (hW : HasEntryDeriv V W t) :
    ∃ D, HasEntryDeriv (coupling U V) D t ∧
      (U t)ᴴ * W = D + coupling U V t * coupling U V t := by
  refine ⟨(V t)ᴴ * V t + (U t)ᴴ * W, hV.conjTranspose.mul hW, ?_⟩
  rw [overlap_of_derivatives hU, coupling_skew hU hV]
  noncomm_ring

/-- The derivative of the first-order coupling matrix is again skew-Hermitian. -/
theorem coupling_deriv_skew (hU : ∀ s, (U s)ᴴ * U s = 1)
    (hV : ∀ s, HasEntryDeriv U (V s) s) (hD : HasEntryDeriv (coupling U V) D t) :
    Dᴴ = -D := by
  have hf : (fun s => (coupling U V s)ᴴ) = fun s => -coupling U V s :=
    funext fun s => coupling_skew hU (hV s)
  have h := hD.conjTranspose
  rw [hf] at h
  exact h.unique fun i j => (hD i j).fun_neg

/-- For the columns `ψ_j` of a unitary family, the real part of `⟨ψ_j, ψ_j''⟩` is minus the squared
norm of `ψ_j'`, and also minus the sum of `|d_mj|²` over all states `m`. -/
theorem diagonal_correction (hU : ∀ s, (U s)ᴴ * U s = 1)
    (hV : ∀ s, HasEntryDeriv U (V s) s) (hW : HasEntryDeriv V W t) (j : n) :
    (star (state (U t) j) ⬝ᵥ state W j).re = -∑ i, ‖state (V t) j i‖ ^ 2 ∧
    (star (state (U t) j) ⬝ᵥ state W j).re = -∑ m, ‖coupling U V t m j‖ ^ 2 := by
  obtain ⟨D, hD, hE⟩ := second_order_coupling hU (hV t) hW
  -- the diagonal of `d'` is purely imaginary
  have h1 : (D j j).re = 0 := by
    have h := congrArg Complex.re (congrFun (congrFun (coupling_deriv_skew hU hV hD) j) j)
    simp only [Matrix.conjTranspose_apply, Matrix.neg_apply, Complex.neg_re,
      Complex.star_def, Complex.conj_re] at h
    linarith
  have hdiag : ∀ A : Matrix n n ℂ, (Aᴴ * A) j j = ((∑ i, ‖A i j‖ ^ 2 : ℝ) : ℂ) := by
    intro A
    simp only [Matrix.mul_apply, Matrix.conjTranspose_apply]
    push_cast
    exact Finset.sum_congr rfl fun i _ => Complex.conj_mul' _
  -- `d²` is minus `d* d`, because `d` is skew-Hermitian
  have h2 : coupling U V t * coupling U V t = -((coupling U V t)ᴴ * coupling U V t) := by
    rw [coupling_skew hU (hV t), neg_mul, neg_neg]
  have h3 : (((U t)ᴴ * W) j j).re = -∑ m, ‖coupling U V t m j‖ ^ 2 := by
    rw [hE, h2, Matrix.add_apply, Matrix.neg_apply, hdiag, Complex.add_re, Complex.neg_re,
      Complex.ofReal_re, h1, zero_add]
  have h4 : ∑ i, ‖V t i j‖ ^ 2 = ∑ m, ‖coupling U V t m j‖ ^ 2 := by
    have h := congrFun (congrFun (overlap_of_derivatives (V := V) (t := t) hU) j) j
    rw [hdiag (V t), hdiag (coupling U V t)] at h
    exact Complex.ofReal_injective h
  exact ⟨h3.trans (congrArg Neg.neg h4.symm), h3⟩

/-- For nuclear amplitudes `χ` the first derivative of `U χ` is `U (χ' + d χ)`, and the
second is `U (χ'' + 2 d χ' + (d' + d²) χ)`. -/
theorem nuclear_second_derivative {χ χ₁ : ℝ → Matrix n k ℂ} {χ₂ : Matrix n k ℂ}
    (hU : ∀ s, (U s)ᴴ * U s = 1) (hV : ∀ s, HasEntryDeriv U (V s) s)
    (hD : HasEntryDeriv (coupling U V) D t)
    (h₁ : ∀ s, HasEntryDeriv χ (χ₁ s) s) (h₂ : HasEntryDeriv χ₁ χ₂ t) :
    (∀ s, HasEntryDeriv (fun r => U r * χ r) (U s * (χ₁ s + coupling U V s * χ s)) s) ∧
    HasEntryDeriv (fun s => U s * (χ₁ s + coupling U V s * χ s))
      (U t * (χ₂ + (2 : ℂ) • (coupling U V t * χ₁ t)
        + (D + coupling U V t * coupling U V t) * χ t)) t := by
  -- completeness turns `U'` into `U d`
  have e : ∀ s, U s * coupling U V s = V s := fun s => by
    rw [coupling, ← Matrix.mul_assoc, mul_eq_one_comm.mp (hU s), Matrix.one_mul]
  have hv : ∀ s, ∀ Y : Matrix n k ℂ, V s * Y = U s * (coupling U V s * Y) := fun s Y => by
    rw [← Matrix.mul_assoc, e]
  constructor
  · intro s
    have h := (hV s).mul (h₁ s)
    rw [hv, ← Matrix.mul_add, add_comm] at h
    exact h
  · have hsum : HasEntryDeriv (fun s => χ₁ s + coupling U V s * χ s)
        (χ₂ + (D * χ t + coupling U V t * χ₁ t)) t :=
      fun i j => (h₂ i j).fun_add (hD.mul (h₁ t) i j)
    have h := (hV t).mul hsum
    rw [hv, ← Matrix.mul_add] at h
    convert h using 2
    simp only [Matrix.mul_add, Matrix.add_mul, Matrix.mul_assoc, two_smul]
    abel

/-- Two real electronic states that rotate into each other at the rate `ω`. -/
noncomputable def rotation (ω s : ℝ) : Matrix (Fin 2) (Fin 2) ℂ :=
  !![((Real.cos (ω * s) : ℝ) : ℂ), -((Real.sin (ω * s) : ℝ) : ℂ);
     ((Real.sin (ω * s) : ℝ) : ℂ), ((Real.cos (ω * s) : ℝ) : ℂ)]

/-- The constant skew matrix with off-diagonal entries `-ω` and `ω`. -/
def rate (ω : ℝ) : Matrix (Fin 2) (Fin 2) ℂ := !![0, -(ω : ℂ); (ω : ℂ), 0]

/-- The rotating pair of states is orthonormal and twice differentiable, and its
first-order coupling matrix is the constant matrix `rate ω`. -/
theorem rotation_witness (ω : ℝ) :
    (∀ s, (rotation ω s)ᴴ * rotation ω s = 1) ∧
    (∀ s, HasEntryDeriv (rotation ω) (rotation ω s * rate ω) s) ∧
    (∀ s, HasEntryDeriv (fun r => rotation ω r * rate ω)
      (rotation ω s * rate ω * rate ω) s) ∧
    ∀ s, coupling (rotation ω) (fun r => rotation ω r * rate ω) s = rate ω := by
  have key : ∀ c s : ℝ, c * c + s * s = 1 →
      (!![(c : ℂ), -(s : ℂ); (s : ℂ), (c : ℂ)])ᴴ * !![(c : ℂ), -(s : ℂ); (s : ℂ), (c : ℂ)]
        = 1 := by
    intro c s h
    have h' : (c : ℂ) * c + s * s = 1 := by exact_mod_cast h
    ext i j
    fin_cases i <;> fin_cases j
    · simp [Matrix.mul_apply, Fin.sum_univ_two]
      linear_combination h'
    · simp [Matrix.mul_apply, Fin.sum_univ_two, mul_comm]
    · simp [Matrix.mul_apply, Fin.sum_univ_two, mul_comm]
    · simp [Matrix.mul_apply, Fin.sum_univ_two]
      linear_combination h'
  have hU : ∀ s, (rotation ω s)ᴴ * rotation ω s = 1 := fun s =>
    key _ _ (by nlinarith [Real.sin_sq_add_cos_sq (ω * s)])
  have hR : ∀ s, HasEntryDeriv (rotation ω) (rotation ω s * rate ω) s := by
    intro s
    have hl : HasDerivAt (fun r : ℝ => ω * r) ω s := by
      simpa using (hasDerivAt_id' s).const_mul ω
    have hc := hl.cos.ofReal_comp
    have hs := hl.sin.ofReal_comp
    intro i j
    fin_cases i <;> fin_cases j
    · exact hc.congr_deriv (by simp [rotation, rate, Matrix.mul_apply, Fin.sum_univ_two])
    · exact hs.fun_neg.congr_deriv
        (by simp [rotation, rate, Matrix.mul_apply, Fin.sum_univ_two])
    · exact hs.congr_deriv (by simp [rotation, rate, Matrix.mul_apply, Fin.sum_univ_two])
    · exact hc.congr_deriv (by simp [rotation, rate, Matrix.mul_apply, Fin.sum_univ_two])
  refine ⟨hU, hR, fun s => ?_, fun s => ?_⟩
  · have hJ : HasEntryDeriv (fun _ => rate ω) 0 s := fun i j => hasDerivAt_const s _
    have h := (hR s).mul hJ
    rw [Matrix.mul_zero, add_zero] at h
    exact h
  · change (rotation ω s)ᴴ * (rotation ω s * rate ω) = rate ω
    rw [← Matrix.mul_assoc, hU, Matrix.one_mul]

end NonadiabaticCoupling
```

```lean
#print axioms NonadiabaticCoupling.second_order_coupling
-- 'NonadiabaticCoupling.second_order_coupling' depends on axioms: [propext, Classical.choice, Quot.sound]
#print axioms NonadiabaticCoupling.diagonal_correction
-- 'NonadiabaticCoupling.diagonal_correction' depends on axioms: [propext, Classical.choice, Quot.sound]
#print axioms NonadiabaticCoupling.nuclear_second_derivative
-- 'NonadiabaticCoupling.nuclear_second_derivative' depends on axioms: [propext, Classical.choice, Quot.sound]
```

## How the proof follows the calculation

The first three lemmas supply the product rule, the adjoint rule and uniqueness of derivatives. In `coupling_skew`, the family U†U has two derivatives at t: the one from the product rule, and zero because the family is constant. Uniqueness equates them.

`overlap_of_derivatives` inserts UU† between V† and V. The step `mul_eq_one_comm` turns U†U = 1 into UU† = 1, which is where squareness is used.

`second_order_coupling` offers V†V + U†W as the derivative of d. After rewriting V†V as −d², `noncomm_ring` closes the remaining identity without commuting any matrices.

`coupling_deriv_skew` uses d† = −d as an identity between functions of the coordinate, so its `hV` is assumed at every `s`. Uniqueness then gives D† = −D.

Inside `diagonal_correction`, `h1` shows that Re D_jj = 0, and `hdiag` identifies a diagonal entry of A†A with a sum of squared moduli. The step `h3` gives the formula with the couplings, and `h4` converts it to the norm of ψ_j'.

For `nuclear_second_derivative`, `e` is the relation Ud = U'. The product rule is applied to Uχ, to dχ and to U(χ' + dχ). Then `two_smul` writes 2dχ' as a sum of two equal terms, and `abel` matches the two sides.

Finally, `rotation_witness` checks the rotating pair: `key` proves orthonormality from cos² + sin² = 1, the first derivative is verified entry by entry, and the second follows from the product rule with a constant factor.
